# For a charge energy with positive second derivative, the capacitance is the inverse hardness and minus the curvature of the grand potential

An electrode held at potential $U$ takes the charge $q(U)$ that minimises $E(x)-Ux$, and its differential capacitance is $q'(U)=1/E''(q(U))=-\Omega''(U)$, where $E(x)$ is its energy at charge $x$ and $\Omega(U)=E(q(U))-U\,q(U)$ is its grand potential. I assume that $E''>0$ everywhere and that $E'(q(U))=U$ for every real $U$. The usual derivation also takes $q$ to be differentiable. Can all this be made rigorous and machine-checked, together with $\Omega'=-q$?

## Differentiability of the charge follows from equilibrium and positive hardness

Yes, and you need not assume that $q$ is differentiable. Write $\mu=E'$ for the internal potential and $\eta=E''$ for the hardness.

**The minimum.** Since $\eta>0$, $\mu$ is strictly increasing. For $x\neq y$, the mean value theorem gives a $c$ strictly between them with

$$E(x)-E(y)=\mu(c)(x-y).$$

If $x>y$, then $\mu(c)>\mu(y)$; if $x<y$, then $\mu(c)<\mu(y)$, but the factor $x-y$ is negative. Either way,

$$E(x)>E(y)+\mu(y)(x-y).$$

Set $y=q(U)$, where $\mu(y)=U$. Rearranged, this says $E(x)-Ux>\Omega(U)$ for every $x\neq q(U)$. The minimum is therefore $\Omega(U)$, attained only at $q(U)$.

**The capacitance.** Equilibrium at the potential $\mu(x)$ reads $\mu(q(\mu(x)))=\mu(x)$, and $\mu$ is injective, so $q(\mu(x))=x$. Hence $q$ reaches every charge. It is also monotone, because $\mu$ is increasing and $\mu(q(U))=U$. A monotone function that reaches every real value has no jumps, so $q$ is continuous. For $V\neq U$ we have $q(V)\neq q(U)$, and

$$\frac{q(V)-q(U)}{V-U}=\left[\frac{\mu(q(V))-\mu(q(U))}{q(V)-q(U)}\right]^{-1}\longrightarrow\frac{1}{\eta(q(U))}\qquad(V\to U).$$

**The grand potential.** The chain and product rules give

$$\Omega'=\mu(q)\,q'-q-U\,q'=-q,$$

since $\mu(q)=U$. Differentiating again, $\Omega''=-q'=-1/\eta(q)$.

**The way back to the energy.** The minimum property says $\Omega(U)+Ux\le E(x)$ for all $U$, with equality at $U=\mu(x)$. Thus $E(x)=\max_U[\Omega(U)+Ux]$, the inverse Legendre transform.

**A diffuse layer.** In reduced units take $E(x)=x\,\mathrm{arsinh}\,x-\sqrt{1+x^2}$. Then

$$\mu(x)=\mathrm{arsinh}\,x,\qquad \eta(x)=\frac{1}{\sqrt{1+x^2}},\qquad q(U)=\sinh U.$$

Substitution gives $\Omega(U)=-\cosh U$ and the capacitance $\cosh U$. This is the Gouy–Chapman form for a symmetric electrolyte with ions of valence $z$, where $U$ is measured from the bulk electrolyte in units of $2k_BT/(ze)$, with $e$ the elementary charge. Here $E$ is a free energy at fixed temperature $T$, taken as given and not derived from the Poisson–Boltzmann equation.

## The electrode as four real functions

`IsElectrode E μ η q` collects the hypotheses. Two `HasDerivAt` fields say that `μ` is the derivative of `E` and `η` that of `μ`; `hardness_pos` says that `η` is positive; `equilibrium` says that `μ (q U) = U` for every real `U`. Physically, positive hardness means that each added bit of charge costs more than the last, and equilibrium means that no work is gained by moving charge between electrode and source.

The sign convention is in `grandEnergy E U x`, which is $E(x)-Ux$: the potential multiplies the charge, and the work done by the source is subtracted. `grandPotential E q U` is its value at `q U`.

The theorem `grand_canonical_relations` has four parts, for each `U`:

- `IsLeast (range (grandEnergy E U)) (grandPotential E q U)`: the grand potential is the smallest grand energy over all real charges. Uniqueness of the minimiser is the separate theorem `grandPotential_lt`.
- The derivative of the grand potential is `-q U`.
- The derivative of `q` is `1 / η (q U)`.
- The second derivative of the grand potential is `-(1 / η (q U))`.

Charge is a single continuous variable ranging over the whole line, so a model restricted to integer electron numbers is excluded. Piecewise linear energies are excluded by positive hardness, since their second derivative is zero on each segment. Equilibrium at every `U` also requires $E'$ to take every real value; $E(x)=\sqrt{1+x^2}$ is strictly convex but fails this, as its slope stays between $-1$ and $1$. For constant-potential electronic-structure calculations described by such a smooth one-variable energy, the relations let charge and capacitance be read from the slope and curvature of $\Omega$.

In Lean 4 with Mathlib:

```lean
import Mathlib

open Set

namespace GrandCanonicalCapacitance

noncomputable section

/-- An electrode with energy `E` as a function of charge, internal potential `μ = E'`,
hardness `η = E'' > 0`, and a charge `q U` at which the internal potential equals the
applied potential `U`. -/
structure IsElectrode (E μ η q : ℝ → ℝ) : Prop where
  energy_deriv : ∀ x, HasDerivAt E (μ x) x
  potential_deriv : ∀ x, HasDerivAt μ (η x) x
  hardness_pos : ∀ x, 0 < η x
  equilibrium : ∀ U, μ (q U) = U

/-- The grand energy `E(x) - U x` of an electrode carrying charge `x` at applied potential `U`. -/
def grandEnergy (E : ℝ → ℝ) (U x : ℝ) : ℝ := E x - U * x

/-- The grand potential `Ω(U) = E(q(U)) - U q(U)`. -/
def grandPotential (E q : ℝ → ℝ) (U : ℝ) : ℝ := grandEnergy E U (q U)

variable {E μ η q : ℝ → ℝ}

/-- The internal potential increases strictly with the charge. -/
theorem potential_strictMono (h : IsElectrode E μ η q) : StrictMono μ := by
  apply strictMono_of_deriv_pos
  intro x
  rw [(h.potential_deriv x).deriv]
  exact h.hardness_pos x

/-- Applying the internal potential of a charge `x` gives back the equilibrium charge `x`. -/
theorem charge_at_potential (h : IsElectrode E μ η q) (x : ℝ) : q (μ x) = x :=
  (potential_strictMono h).injective (h.equilibrium (μ x))

/-- The energy lies strictly above each of its tangents, except at the point of contact. -/
theorem energy_above_tangent (h : IsElectrode E μ η q) {x y : ℝ} (hxy : x ≠ y) :
    E y + μ y * (x - y) < E x := by
  have hc : Continuous E :=
    continuous_iff_continuousAt.mpr fun z => (h.energy_deriv z).continuousAt
  -- a chord slope is the internal potential at an intermediate charge
  rcases lt_or_gt_of_ne hxy with hlt | hgt
  · obtain ⟨c, hcm, hs⟩ := exists_hasDerivAt_eq_slope E μ hlt hc.continuousOn
      (fun z _ => h.energy_deriv z)
    have hm := potential_strictMono h hcm.2
    rw [hs, div_lt_iff₀ (sub_pos.mpr hlt)] at hm
    linarith
  · obtain ⟨c, hcm, hs⟩ := exists_hasDerivAt_eq_slope E μ hgt hc.continuousOn
      (fun z _ => h.energy_deriv z)
    have hm := potential_strictMono h hcm.1
    rw [hs, lt_div_iff₀ (sub_pos.mpr hgt)] at hm
    linarith

/-- Every charge other than `q U` has a grand energy strictly above the grand potential. -/
theorem grandPotential_lt (h : IsElectrode E μ η q) {U x : ℝ} (hx : x ≠ q U) :
    grandPotential E q U < grandEnergy E U x := by
  have ht := energy_above_tangent h hx
  rw [h.equilibrium U] at ht
  unfold grandPotential grandEnergy
  linarith

/-- The equilibrium charge is differentiable in the applied potential, and the differential
capacitance is the inverse hardness. -/
theorem capacitance (h : IsElectrode E μ η q) (U : ℝ) :
    HasDerivAt q (1 / η (q U)) U := by
  -- a monotone surjective function is continuous
  have hmono : Monotone q := by
    intro V W hVW
    apply (potential_strictMono h).le_iff_le.mp
    rw [h.equilibrium V, h.equilibrium W]
    exact hVW
  have hcont : Continuous q :=
    hmono.continuous_of_surjective fun x => ⟨μ x, charge_at_potential h x⟩
  rw [one_div]
  exact HasDerivAt.of_local_left_inverse hcont.continuousAt (h.potential_deriv (q U))
    (h.hardness_pos (q U)).ne' (Filter.Eventually.of_forall h.equilibrium)

/-- The derivative of the grand potential with respect to the applied potential is minus
the equilibrium charge. -/
theorem grandPotential_deriv (h : IsElectrode E μ η q) (U : ℝ) :
    HasDerivAt (grandPotential E q) (-q U) U := by
  have hq := capacitance h U
  have hΩ : HasDerivAt (grandPotential E q)
      (μ (q U) * (1 / η (q U)) - (1 * q U + U * (1 / η (q U)))) U :=
    ((h.energy_deriv (q U)).comp U hq).sub ((hasDerivAt_id' U).mul hq)
  -- at equilibrium the response of the charge drops out
  rw [h.equilibrium U] at hΩ
  exact hΩ.congr_deriv (by ring)

/-- The grand potential is the minimum of `E(x) - U x` over all charges, its derivative is
`-q`, and the capacitance `q'` equals both `1 / E''(q)` and `-Ω''`. -/
theorem grand_canonical_relations (h : IsElectrode E μ η q) (U : ℝ) :
    IsLeast (range (grandEnergy E U)) (grandPotential E q U) ∧
    HasDerivAt (grandPotential E q) (-q U) U ∧
    HasDerivAt q (1 / η (q U)) U ∧
    HasDerivAt (deriv (grandPotential E q)) (-(1 / η (q U))) U := by
  refine ⟨⟨⟨q U, rfl⟩, ?_⟩, grandPotential_deriv h U, capacitance h U, ?_⟩
  · rintro _ ⟨x, rfl⟩
    by_cases hx : x = q U
    · rw [hx]
      exact le_refl _
    · exact (grandPotential_lt h hx).le
  · have hd : deriv (grandPotential E q) = fun V => -q V :=
      funext fun V => (grandPotential_deriv h V).deriv
    rw [hd]
    exact (capacitance h U).fun_neg

/-- The energy at fixed charge `x` is the maximum of `Ω(U) + U x` over all applied potentials. -/
theorem energy_from_grandPotential (h : IsElectrode E μ η q) (x : ℝ) :
    IsGreatest (range fun U => grandPotential E q U + U * x) (E x) := by
  constructor
  · refine ⟨μ x, ?_⟩
    simp only [grandPotential, grandEnergy, charge_at_potential h x]
    ring
  · rintro _ ⟨U, rfl⟩
    have hmin := (grand_canonical_relations h U).1.2 (mem_range_self x)
    simp only [grandEnergy] at hmin
    linarith

/-- The energy `x arsinh x - √(1 + x²)` of a diffuse layer with charge `x`, in reduced units. -/
def diffuseEnergy (x : ℝ) : ℝ := x * Real.arsinh x - √(1 + x ^ 2)

/-- The diffuse layer, with internal potential `arsinh x` and equilibrium charge `sinh U`,
is an electrode in the above sense. -/
theorem diffuseLayer_witness :
    IsElectrode diffuseEnergy Real.arsinh (fun x => (√(1 + x ^ 2))⁻¹) Real.sinh where
  energy_deriv x := by
    have hp : HasDerivAt (fun y : ℝ => 1 + y ^ 2) (2 * x) x :=
      ((hasDerivAt_pow 2 x).const_add 1).congr_deriv (by norm_num)
    have hs := hp.sqrt (by positivity)
    have hE : HasDerivAt diffuseEnergy
        (1 * Real.arsinh x + x * (√(1 + x ^ 2))⁻¹ - 2 * x / (2 * √(1 + x ^ 2))) x :=
      ((hasDerivAt_id' x).mul (Real.hasDerivAt_arsinh x)).sub hs
    exact hE.congr_deriv (by ring)
  potential_deriv x := Real.hasDerivAt_arsinh x
  hardness_pos x := by positivity
  equilibrium U := Real.arsinh_sinh U

/-- The diffuse layer has grand potential `-cosh U` and differential capacitance `cosh U`. -/
theorem diffuseLayer_response (U : ℝ) :
    grandPotential diffuseEnergy Real.sinh U = -Real.cosh U ∧
    HasDerivAt Real.sinh (Real.cosh U) U := by
  have hs : √(1 + Real.sinh U ^ 2) = Real.cosh U := by
    rw [← Real.cosh_sq', Real.sqrt_sq (Real.cosh_pos U).le]
  constructor
  · simp only [grandPotential, grandEnergy, diffuseEnergy, Real.arsinh_sinh, hs]
    ring
  · -- the general capacitance formula, evaluated for this layer
    have hc := capacitance diffuseLayer_witness U
    simpa only [hs, one_div, inv_inv] using hc

end

end GrandCanonicalCapacitance
```

```lean
#print axioms GrandCanonicalCapacitance.grandPotential_deriv
#print axioms GrandCanonicalCapacitance.energy_from_grandPotential
#print axioms GrandCanonicalCapacitance.diffuseLayer_response
```

```
'GrandCanonicalCapacitance.grandPotential_deriv' depends on axioms: [propext, Classical.choice, Quot.sound]
'GrandCanonicalCapacitance.energy_from_grandPotential' depends on axioms: [propext, Classical.choice, Quot.sound]
'GrandCanonicalCapacitance.diffuseLayer_response' depends on axioms: [propext, Classical.choice, Quot.sound]
```

## From strict monotonicity to the second derivative

`potential_strictMono` turns positive hardness into strict monotonicity, and `charge_at_potential` uses injectivity to get $q(\mu(x))=x$. In `energy_above_tangent`, `exists_hasDerivAt_eq_slope` is the mean value theorem, applied once for $x<y$ and once for $x>y$; `linarith` does the final rearrangement. `grandPotential_lt` puts the point of contact at `q U`.

`capacitance` proves that `q` is monotone, then continuous, then differentiable. `grandPotential_deriv` builds the derivative with the chain and product rules, and rewriting by `h.equilibrium U` lets `ring` cancel the terms in $q'$. The main theorem assembles these results, identifies the derivative of $\Omega$ with $-q$ as a function, and differentiates once more.

`energy_from_grandPotential` attains the maximum at `μ x` and takes the upper bound from the minimum property. `diffuseLayer_witness` verifies every hypothesis for the diffuse layer, and `diffuseLayer_response` evaluates its grand potential and applies the general capacitance theorem, using $\sqrt{1+\sinh^2U}=\cosh U$.

## How `HasDerivAt.of_local_left_inverse` gives the capacitance

This Mathlib lemma is the difference-quotient argument above in general form. It takes four inputs: continuity of `q` at `U`, the derivative of `μ` at `q U`, the fact that this derivative is nonzero, and the identity `μ (q V) = V` for `V` near `U`. It returns the derivative of `q` as the inverse of `η (q U)`.

Because the inverse function `q` is supplied, the lemma does not have to construct one, and `η` need not be continuous. What it does need is continuity of `q`, which `Monotone.continuous_of_surjective` provides. Here the equilibrium identity holds for all potentials, so `Filter.Eventually.of_forall` supplies the local version.
